# On the d shell, operators with the symmetry of Δ have the five orbitals as eigenvectors, with xz and yz degenerate

Without spin–orbit coupling, at the interior points of the Δ line of a cubic crystal with one atom per primitive cell, with the wave vector along z, the xz and yz levels of a d shell coincide, while 3z²−r², x²−y² and xy each have a level of their own that symmetry ties to no other. I know this from character tables. I would like to see it derived from just two operations, the quarter turn about z and the mirror x → −x, with a proof that a machine has checked. Do these two really suffice, and do they force any further degeneracy?

## Two operations suffice, and four levels stay free

They suffice: a linear operator on the d shell commutes with both operations exactly when the five orbitals are eigenvectors and xz and yz share their eigenvalue. The four levels can be any real numbers, so no further degeneracy is forced.

Represent a d function by the quadratic form $\mathbf x^{T}A\,\mathbf x$ with $A$ real, symmetric and traceless. Every such matrix is

$$A=\begin{pmatrix} v-u & p & q\\ p & -v-u & r\\ q & r & 2u\end{pmatrix},$$

where $u,v,p,q,r$ are the amplitudes of 3z²−r², x²−y², xy, xz and yz; in the quadratic form the last three multiply $2xy$, $2xz$ and $2yz$. (The amplitude $r$ is not the radius in the orbital's name.) The entries determine the amplitudes uniquely.

An orthogonal matrix $R$ acts by $A\mapsto RAR^{T}$. Multiplying out for the quarter turn $C$ and the mirror $M$ gives

$$C:(u,v,p,q,r)\mapsto(u,-v,-p,-r,q),\qquad M:(u,v,p,q,r)\mapsto(u,v,-p,-q,r).$$

In each of the following four cases, the behaviour of a state under these operations identifies it up to a factor:

- If $CA=A$, then $v=p=0$, and $q=-r$ with $r=q$ gives $q=r=0$. Only 3z²−r² remains.
- If $CA=-A$, then $u=0$, and $r=q$ with $q=-r$ gives $q=r=0$. Adding $MA=A$ removes $p$ and leaves x²−y²; adding $MA=-A$ removes $v$ and leaves xy.
- The half turn is $C^2:(u,v,p,q,r)\mapsto(u,v,p,-q,-r)$. If $C^2A=-A$, then $u=v=p=0$, and $MA=-A$ removes $r$. Only xz remains.

Let $L$ commute with $C$ and $M$. Then the image of an orbital behaves as the orbital does. For example, $C\,L d_{x^2-y^2}=L\,C d_{x^2-y^2}=-L d_{x^2-y^2}$, and likewise $M\,L d_{x^2-y^2}=L d_{x^2-y^2}$, so $L d_{x^2-y^2}=b\,d_{x^2-y^2}$. The same argument gives levels $a$ for 3z²−r², $c$ for xy and $e$ for xz. Since $C d_{xz}=d_{yz}$,

$$L d_{yz}=L\,C d_{xz}=C\,L d_{xz}=e\,C d_{xz}=e\,d_{yz}.$$

Conversely, these eigenvalue equations give $L:(u,v,p,q,r)\mapsto(au,bv,cp,eq,er)$. The operations $C$ and $M$ only change signs and exchange $q$ with $r$, whose factors are equal, so $L$ commutes with both.

Both symmetries are needed. The map $(u,v,p,q,r)\mapsto(0,p,v,0,0)$ commutes with the quarter turn but not with the mirror, and it sends x²−y² to xy. The map $(u,v,p,q,r)\mapsto(0,0,0,q,0)$ commutes with the mirror but not with the quarter turn, and it gives xz the level 1 and yz the level 0.

Here is the complete Lean file.

```lean
import Mathlib

open Matrix

namespace DeltaLineSplitting

noncomputable section

/-- The d shell, modelled as the space of traceless symmetric real 3 by 3 matrices. -/
def dShell : Submodule ℝ (Matrix (Fin 3) (Fin 3) ℝ) where
  carrier := {A | Aᵀ = A ∧ A.trace = 0}
  add_mem' := by
    rintro A B ⟨hA, tA⟩ ⟨hB, tB⟩
    exact ⟨by rw [transpose_add, hA, hB], by rw [trace_add, tA, tB, add_zero]⟩
  zero_mem' := by simp
  smul_mem' := by
    rintro c A ⟨hA, tA⟩
    exact ⟨by rw [transpose_smul, hA], by rw [trace_smul, tA, smul_zero]⟩

/-- An orthogonal matrix `R` acts on the d shell by conjugation, `A ↦ R A Rᵀ`. -/
def conjugation (R : Matrix (Fin 3) (Fin 3) ℝ) (hR : Rᵀ * R = 1) : dShell →ₗ[ℝ] dShell where
  toFun A := ⟨R * A.1 * Rᵀ, by
    have h : A.1ᵀ = A.1 ∧ A.1.trace = 0 := A.2
    change (R * A.1 * Rᵀ)ᵀ = R * A.1 * Rᵀ ∧ (R * A.1 * Rᵀ).trace = 0
    constructor
    · rw [transpose_mul, transpose_mul, transpose_transpose, h.1, Matrix.mul_assoc]
    · rw [trace_mul_comm, ← Matrix.mul_assoc, hR, Matrix.one_mul, h.2]⟩
  map_add' A B := Subtype.ext (by simp [Matrix.mul_add, Matrix.add_mul])
  map_smul' c A := Subtype.ext (by simp)

/-- The quarter turn about the z axis, acting on the d shell. -/
def quarterTurn : dShell →ₗ[ℝ] dShell :=
  conjugation !![0, -1, 0; 1, 0, 0; 0, 0, 1] (by
    ext i j
    fin_cases i <;> fin_cases j <;> simp [Matrix.mul_apply, Fin.sum_univ_succ])

/-- The mirror taking x to -x, acting on the d shell. -/
def mirror : dShell →ₗ[ℝ] dShell :=
  conjugation !![-1, 0, 0; 0, 1, 0; 0, 0, 1] (by
    ext i j
    fin_cases i <;> fin_cases j <;> simp [Matrix.mul_apply, Fin.sum_univ_succ])

/-- The d state with amplitudes `u, v, p, q, r` on 3z²-r², x²-y², xy, xz and yz. -/
def dState (u v p q r : ℝ) : dShell :=
  ⟨!![v - u, p, q; p, -v - u, r; q, r, 2 * u], by
    change (!![v - u, p, q; p, -v - u, r; q, r, 2 * u])ᵀ = _ ∧ Matrix.trace _ = 0
    constructor
    · ext i j
      fin_cases i <;> fin_cases j <;> rfl
    · rw [Matrix.trace_fin_three]
      change (v - u) + (-v - u) + 2 * u = 0
      ring⟩

/-- The 3z²-r² orbital. -/
def dz2 : dShell := dState 1 0 0 0 0

/-- The x²-y² orbital. -/
def dx2y2 : dShell := dState 0 1 0 0 0

/-- The xy orbital. -/
def dxy : dShell := dState 0 0 1 0 0

/-- The xz orbital. -/
def dxz : dShell := dState 0 0 0 1 0

/-- The yz orbital. -/
def dyz : dShell := dState 0 0 0 0 1

/-- A linear map on the d shell has the symmetry of the Delta line if it commutes with the
quarter turn about z and with the mirror x to -x. -/
def DeltaSymmetric (L : dShell →ₗ[ℝ] dShell) : Prop :=
  (∀ A, L (quarterTurn A) = quarterTurn (L A)) ∧ ∀ A, L (mirror A) = mirror (L A)

/-- Every matrix in the d shell is `dState u v p q r` for some real amplitudes. -/
theorem exists_amplitudes (A : dShell) : ∃ u v p q r, A = dState u v p q r := by
  have h : A.1ᵀ = A.1 ∧ A.1.trace = 0 := A.2
  obtain ⟨hs, ht⟩ := h
  rw [Matrix.trace_fin_three] at ht
  have h10 : A.1 1 0 = A.1 0 1 := congrFun (congrFun hs 0) 1
  have h20 : A.1 2 0 = A.1 0 2 := congrFun (congrFun hs 0) 2
  have h21 : A.1 2 1 = A.1 1 2 := congrFun (congrFun hs 1) 2
  refine ⟨A.1 2 2 / 2, (A.1 0 0 - A.1 1 1) / 2, A.1 0 1, A.1 0 2, A.1 1 2, Subtype.ext ?_⟩
  ext i j
  fin_cases i <;> fin_cases j <;> simp [dState] <;> linarith

/-- The five amplitudes of a d state are unique. -/
theorem amplitudes_unique {u v p q r u' v' p' q' r' : ℝ}
    (h : dState u v p q r = dState u' v' p' q' r') :
    u = u' ∧ v = v' ∧ p = p' ∧ q = q' ∧ r = r' := by
  have e := congrArg Subtype.val h
  have h22 : 2 * u = 2 * u' := congrFun (congrFun e 2) 2
  have h00 : v - u = v' - u' := congrFun (congrFun e 0) 0
  exact ⟨by linarith, by linarith, congrFun (congrFun e 0) 1,
    congrFun (congrFun e 0) 2, congrFun (congrFun e 1) 2⟩

private lemma smul_dState (c u v p q r : ℝ) :
    c • dState u v p q r = dState (c * u) (c * v) (c * p) (c * q) (c * r) := by
  apply Subtype.ext
  ext i j
  fin_cases i <;> fin_cases j <;> simp [dState] <;> ring

private lemma neg_dState (u v p q r : ℝ) :
    -dState u v p q r = dState (-u) (-v) (-p) (-q) (-r) := by
  rw [← neg_one_smul ℝ, smul_dState]
  simp only [neg_one_mul]

private lemma dState_eq (u v p q r : ℝ) :
    dState u v p q r = u • dz2 + v • dx2y2 + p • dxy + q • dxz + r • dyz := by
  apply Subtype.ext
  ext i j
  fin_cases i <;> fin_cases j <;> simp [dState, dz2, dx2y2, dxy, dxz, dyz] <;> ring

/-- The quarter turn keeps the 3z²-r² amplitude, reverses those of x²-y² and xy, and
rotates the pair xz, yz. -/
theorem quarterTurn_dState (u v p q r : ℝ) :
    quarterTurn (dState u v p q r) = dState u (-v) (-p) (-r) q := by
  apply Subtype.ext
  ext i j
  change ((!![0, -1, 0; 1, 0, 0; 0, 0, 1] : Matrix (Fin 3) (Fin 3) ℝ) *
    (dState u v p q r).1 * (!![0, -1, 0; 1, 0, 0; 0, 0, 1] : Matrix (Fin 3) (Fin 3) ℝ)ᵀ :
    Matrix (Fin 3) (Fin 3) ℝ) i j = _
  simp only [Matrix.mul_apply, Matrix.transpose_apply, Fin.sum_univ_three]
  fin_cases i <;> fin_cases j <;> simp [dState]
  ring

/-- The mirror x to -x reverses the xy and xz amplitudes and keeps the other three. -/
theorem mirror_dState (u v p q r : ℝ) :
    mirror (dState u v p q r) = dState u v (-p) (-q) r := by
  apply Subtype.ext
  ext i j
  change ((!![-1, 0, 0; 0, 1, 0; 0, 0, 1] : Matrix (Fin 3) (Fin 3) ℝ) *
    (dState u v p q r).1 * (!![-1, 0, 0; 0, 1, 0; 0, 0, 1] : Matrix (Fin 3) (Fin 3) ℝ)ᵀ :
    Matrix (Fin 3) (Fin 3) ℝ) i j = _
  simp only [Matrix.mul_apply, Matrix.transpose_apply, Fin.sum_univ_three]
  fin_cases i <;> fin_cases j <;> simp [dState]

/-- Selection rules: the behaviour of a d state under the quarter turn, the half turn and
the mirror fixes it up to a factor, in each of the four cases listed. -/
theorem selection_rules (A : dShell) :
    (quarterTurn A = A → ∃ c : ℝ, A = c • dz2) ∧
    (quarterTurn A = -A → mirror A = A → ∃ c : ℝ, A = c • dx2y2) ∧
    (quarterTurn A = -A → mirror A = -A → ∃ c : ℝ, A = c • dxy) ∧
    (quarterTurn (quarterTurn A) = -A → mirror A = -A → ∃ c : ℝ, A = c • dxz) := by
  obtain ⟨u, v, p, q, r, rfl⟩ := exists_amplitudes A
  simp only [quarterTurn_dState, mirror_dState, neg_dState, dz2, dx2y2, dxy, dxz,
    smul_dState, mul_zero, mul_one]
  refine ⟨fun h => ⟨u, ?_⟩, fun h k => ⟨v, ?_⟩, fun h k => ⟨p, ?_⟩, fun h k => ⟨q, ?_⟩⟩
  · obtain ⟨h1, h2, h3, h4, h5⟩ := amplitudes_unique h
    congr 1 <;> linarith
  all_goals
    obtain ⟨h1, h2, h3, h4, h5⟩ := amplitudes_unique h
    obtain ⟨k1, k2, k3, k4, k5⟩ := amplitudes_unique k
    congr 1 <;> linarith

/-- Splitting of the d level along Delta: a linear map has the Delta symmetry exactly when
3z²-r², x²-y² and xy are eigenvectors and xz, yz are eigenvectors with equal eigenvalue. -/
theorem deltaSymmetric_iff_levels (L : dShell →ₗ[ℝ] dShell) :
    DeltaSymmetric L ↔ ∃ a b c e : ℝ, L dz2 = a • dz2 ∧ L dx2y2 = b • dx2y2 ∧
      L dxy = c • dxy ∧ L dxz = e • dxz ∧ L dyz = e • dyz := by
  constructor
  · rintro ⟨hC, hM⟩
    -- how the orbitals transform
    have q1 : quarterTurn dz2 = dz2 := by simp [dz2, quarterTurn_dState]
    have q2 : quarterTurn dx2y2 = -dx2y2 := by simp [dx2y2, quarterTurn_dState, neg_dState]
    have q3 : quarterTurn dxy = -dxy := by simp [dxy, quarterTurn_dState, neg_dState]
    have q4 : quarterTurn dxz = dyz := by simp [dxz, dyz, quarterTurn_dState]
    have q5 : quarterTurn dyz = -dxz := by simp [dxz, dyz, quarterTurn_dState, neg_dState]
    have m2 : mirror dx2y2 = dx2y2 := by simp [dx2y2, mirror_dState]
    have m3 : mirror dxy = -dxy := by simp [dxy, mirror_dState, neg_dState]
    have m4 : mirror dxz = -dxz := by simp [dxz, mirror_dState, neg_dState]
    -- L preserves this behaviour, so the selection rules apply to the images
    obtain ⟨a, ha⟩ := (selection_rules (L dz2)).1 (by rw [← hC, q1])
    obtain ⟨b, hb⟩ := (selection_rules (L dx2y2)).2.1
      (by rw [← hC, q2, map_neg]) (by rw [← hM, m2])
    obtain ⟨c, hc⟩ := (selection_rules (L dxy)).2.2.1
      (by rw [← hC, q3, map_neg]) (by rw [← hM, m3, map_neg])
    obtain ⟨e, he⟩ := (selection_rules (L dxz)).2.2.2
      (by rw [← hC, ← hC, q4, q5, map_neg]) (by rw [← hM, m4, map_neg])
    -- the quarter turn carries the xz level to the yz level
    exact ⟨a, b, c, e, ha, hb, hc, he, by rw [← q4, hC, he, map_smul]⟩
  · rintro ⟨a, b, c, e, h1, h2, h3, h4, h5⟩
    have key : ∀ u v p q r, L (dState u v p q r) =
        dState (a * u) (b * v) (c * p) (e * q) (e * r) := by
      intro u v p q r
      rw [dState_eq u v p q r, dState_eq (a * u)]
      simp only [map_add, map_smul, h1, h2, h3, h4, h5]
      module
    constructor
    · intro A
      obtain ⟨u, v, p, q, r, rfl⟩ := exists_amplitudes A
      simp only [quarterTurn_dState, key, mul_neg]
    · intro A
      obtain ⟨u, v, p, q, r, rfl⟩ := exists_amplitudes A
      simp only [mirror_dState, key, mul_neg]

/-- The crystal-field operator that multiplies the 3z²-r², x²-y² and xy amplitudes by
`a`, `b`, `c` and the xz and yz amplitudes by `e`. -/
def crystalField (a b c e : ℝ) : dShell →ₗ[ℝ] dShell where
  toFun A := dState (a * (A.1 2 2 / 2)) (b * ((A.1 0 0 - A.1 1 1) / 2))
    (c * A.1 0 1) (e * A.1 0 2) (e * A.1 1 2)
  map_add' A B := by
    apply Subtype.ext
    ext i j
    fin_cases i <;> fin_cases j <;> simp [dState] <;> ring
  map_smul' t A := by
    rw [RingHom.id_apply, smul_dState]
    simp only [Submodule.coe_smul, Matrix.smul_apply, smul_eq_mul]
    congr 1 <;> ring

/-- For any four real numbers the crystal-field operator has the Delta symmetry and has
these numbers as its levels, `e` being shared by xz and yz. -/
theorem crystalField_witness (a b c e : ℝ) :
    DeltaSymmetric (crystalField a b c e) ∧
    crystalField a b c e dz2 = a • dz2 ∧ crystalField a b c e dx2y2 = b • dx2y2 ∧
    crystalField a b c e dxy = c • dxy ∧ crystalField a b c e dxz = e • dxz ∧
    crystalField a b c e dyz = e • dyz := by
  have key : ∀ u v p q r, crystalField a b c e (dState u v p q r) =
      dState (a * u) (b * v) (c * p) (e * q) (e * r) := by
    intro u v p q r
    change dState (a * (2 * u / 2)) (b * (((v - u) - (-v - u)) / 2))
      (c * p) (e * q) (e * r) = _
    congr 1 <;> ring
  have levels : crystalField a b c e dz2 = a • dz2 ∧
      crystalField a b c e dx2y2 = b • dx2y2 ∧ crystalField a b c e dxy = c • dxy ∧
      crystalField a b c e dxz = e • dxz ∧ crystalField a b c e dyz = e • dyz := by
    simp only [dz2, dx2y2, dxy, dxz, dyz, key, smul_dState, mul_zero, and_self]
  exact ⟨(deltaSymmetric_iff_levels _).2 ⟨a, b, c, e, levels⟩, levels⟩

end

end DeltaLineSplitting
```

```lean
#print axioms DeltaLineSplitting.deltaSymmetric_iff_levels
```

```
'DeltaLineSplitting.deltaSymmetric_iff_levels' depends on axioms: [propext, Classical.choice, Quot.sound]
```

## What the Lean statement says about the d shell

`dShell` is the real vector space of traceless symmetric 3×3 matrices, with indices 0, 1, 2 standing for x, y, z. `conjugation` is the action of an orthogonal matrix; `quarterTurn` uses the rotation that takes x to y and y to −x. `DeltaSymmetric L` says that `L` commutes with this map and with `mirror`.

The orbitals `dz2`, `dx2y2`, `dxy`, `dxz` and `dyz` have one amplitude equal to 1 and the others zero. They are therefore non-zero, but not normalised: in the inner product $\operatorname{tr}(A^{T}B)$, normalisation divides `dz2` by $\sqrt6$ and the other four by $\sqrt2$. The eigenvalues are unaffected.

`deltaSymmetric_iff_levels` is the equivalence, with real levels `a`, `b`, `c`, `e`. It does not assume that `L` is self-adjoint; that follows because `L` is diagonal with real entries on five orbitals that are orthogonal in the inner product above. `crystalField_witness` supplies an operator that commutes with both operations for every choice of the four numbers, including choices in which some coincide by accident.

The model is one spinless d shell with a real operator. The commutation relations stand for the invariance of the Hamiltonian under the point operations that leave a wave vector on Δ fixed; they are assumed, not derived from a crystal potential. In a non-interacting tight-binding model with one atom per primitive cell and real d–d couplings, the result tells which entries of the d block vanish on Δ. Hybridisation with s and p orbitals and spin–orbit coupling are not included.

## How the proof follows the amplitudes

`exists_amplitudes` reads the five amplitudes off the matrix entries, and `amplitudes_unique` turns an equality of states into five scalar equations. `quarterTurn_dState` and `mirror_dState` are the two transformation formulas, checked entry by entry.

In `selection_rules`, each symmetry condition becomes a set of scalar equations, and `linarith` finds the amplitudes that must vanish.

The forward half of the main theorem records how the orbitals transform (`q1` to `q5`, `m2` to `m4`). The commutation hypotheses `hC` and `hM` carry this behaviour over to the images under `L`, where the selection rules yield the levels. The last rewrite, starting with `← q4`, is the displayed computation for yz.

In the converse half, `key` is the diagonal action of `L` on the amplitudes. It follows from expanding a state in the orbitals with `dState_eq`, and both commutation relations then reduce to the transformation formulas. For `crystalField_witness`, the eigenvalue equations are computed directly, and the symmetry follows from this converse half.
